# The MP2 energy as a Laplace integral when every virtual level lies above every occupied one

## Orbitals, integrals and energies

Let \(i,j\) label the occupied canonical Hartree–Fock spin orbitals and \(a,b\) the virtual ones, both finite in number, with real orbital energies \(e_i\) and \(e_a\). The antisymmetrised two-electron integrals are complex numbers \(A_{ijab}\). In the zeroth-order Hamiltonian of Møller–Plesset theory, the sum of the Fock operators, promoting two electrons from \(i,j\) to \(a,b\) costs the orbital-energy difference

\[
D_{ijab}=e_a+e_b-e_i-e_j .
\]

The second-order Møller–Plesset (MP2) energy, meaning here the correction added to the Hartree–Fock energy, is, with all four sums unrestricted,

\[
E=\frac14\sum_{ijab}\frac{|A_{ijab}|^2}{e_i+e_j-e_a-e_b}
 =-\frac14\sum_{ijab}\frac{|A_{ijab}|^2}{D_{ijab}} .
\]

The Laplace integrand is

\[
L(t)=\sum_{ijab}|A_{ijab}|^2\,e^{e_it}\,e^{e_jt}\,e^{-e_at}\,e^{-e_bt},
\]

where \(t\) is an auxiliary variable with the dimension of an inverse energy.

The modulus in \(|A_{ijab}|^2\) matters. Formulas written for real orbitals often have \(A_{ijab}^2\), and copying that into a complex setting can give a wrong energy: multiplying one occupied orbital by the imaginary unit reverses the sign of \(A_{ijab}^2\) wherever that orbital appears once, although the physics is unchanged.

## Trading denominators for exponentials

The claim is that if every \(D_{ijab}\) is positive, then \(L\) is integrable on \(t>0\) and

\[
E=-\frac14\int_0^\infty L(t)\,dt .
\]

The four exponentials in each term multiply to \(e^{(e_i+e_j-e_a-e_b)t}=e^{-D_{ijab}t}\). For \(D>0\),

\[
\int_0^\infty e^{-Dt}\,dt=\Bigl[-\frac1D e^{-Dt}\Bigr]_0^\infty=\frac1D .
\]

Since \(L\) is a finite sum of integrable terms, it is integrable and may be integrated term by term:

\[
\int_0^\infty L(t)\,dt=\sum_{ijab}\frac{|A_{ijab}|^2}{D_{ijab}}=-4E .
\]

The positivity condition is a statement about the orbital spectrum. Choosing \(j=i\) and \(b=a\) gives \(D_{iiaa}=2(e_a-e_i)\), so positive denominators force \(e_i<e_a\) for every pair. Conversely, \(D_{ijab}=(e_a-e_i)+(e_b-e_j)\) is positive when both brackets are. Physically, the lowest levels are filled and a gap separates them from the empty ones.

Integrability needs less than a gap, because terms with \(A_{ijab}=0\) contribute nothing. It suffices that \(D_{ijab}>0\) whenever \(A_{ijab}\neq0\). This is also necessary: if some \(A_{ijab}\neq0\) has \(D_{ijab}\le0\), then, all terms of \(L\) being non-negative,

\[
L(t)\ge|A_{ijab}|^2e^{-D_{ijab}t}\ge|A_{ijab}|^2>0\qquad(t>0),
\]

and a positive constant is not integrable on a half-line.

A small example shows the failure. Take two occupied spin orbitals of energy 1 and two virtual ones of energy 0, with \(|A_{ijab}|=1\) for \(i\ne j\), \(a\ne b\), and zero otherwise. Four terms survive, each with \(D=-2\). The sum gives \(E=\tfrac14\cdot4\cdot\tfrac12=\tfrac12\), while \(L(t)=4e^{2t}\) has a divergent integral.

## Separating the two orbital pairs

For a closed shell, let \(i,j,a,b\) now label real spatial orbitals, and let the Coulomb integrals have the density-fitted form

\[
(ia|jb)=\sum_p B_{p,ia}B_{p,jb},
\]

with \(p\) running over finitely many fitting functions. The opposite-spin part of the MP2 energy is

\[
E_{\mathrm{OS}}=\sum_{ijab}\frac{(ia|jb)^2}{e_i+e_j-e_a-e_b},
\]

without the factor \(\tfrac14\). Define

\[
X_{pq}(t)=\sum_{ia}B_{p,ia}B_{q,ia}\,e^{e_it}e^{-e_at}.
\]

Writing the square as a double sum over \(p,q\) and collecting the factors that belong to each orbital pair gives

\[
\begin{aligned}
\sum_{ijab}(ia|jb)^2e^{-D_{ijab}t}
&=\sum_{pq}\Bigl(\sum_{ia}B_{p,ia}B_{q,ia}e^{(e_i-e_a)t}\Bigr)
\Bigl(\sum_{jb}B_{p,jb}B_{q,jb}e^{(e_j-e_b)t}\Bigr)\\
&=\sum_{pq}X_{pq}(t)^2 .
\end{aligned}
\]

The denominator couples all four orbitals; the exponential does not. With a gap, the Laplace formula therefore yields

\[
E_{\mathrm{OS}}=-\int_0^\infty\sum_{pq}X_{pq}(t)^2\,dt .
\]

In opposite-spin MP2 calculations with a finite basis and a gapped spectrum, this lets each quadrature point be evaluated from pair sums instead of a fourfold orbital sum; the error of the quadrature is a separate question.

## Definitions in Lean

The finite types `o`, `v` and `P` index occupied orbitals, virtual orbitals and fitting functions.

```lean
import Mathlib

open MeasureTheory Set Filter Topology

namespace LaplaceMP2

noncomputable section

variable {o v P : Type*} [Fintype o] [Fintype v] [Fintype P]
```

The functions `eo` and `ev` hold the orbital energies, and `excitation` is \(D_{ijab}\). Where the text or a docstring speaks of an excitation energy, it means this difference of orbital energies.

```lean
/-- The orbital-energy cost of promoting two electrons from the occupied orbitals `i, j`
to the virtual orbitals `a, b`. -/
def excitation (eo : o → ℝ) (ev : v → ℝ) (i j : o) (a b : v) : ℝ :=
  ev a + ev b - eo i - eo j
```

The energy keeps its usual negative denominator. The array `A` is arbitrary: neither antisymmetry nor any link between `A` and the orbital energies is imposed, so the results apply to Hartree–Fock data as a special case.

```lean
/-- The MP2 energy for antisymmetrised integrals `A` and orbital energies `eo` (occupied) and
`ev` (virtual); its domain is that of non-zero denominators. -/
def mp2Energy (A : o → o → v → v → ℂ) (eo : o → ℝ) (ev : v → ℝ) : ℝ :=
  (1 / 4) * ∑ i, ∑ j, ∑ a, ∑ b, ‖A i j a b‖ ^ 2 / (eo i + eo j - ev a - ev b)
```

The integrand is written with four separate exponentials, as in \(L(t)\).

```lean
/-- The Laplace integrand: squared integrals, weighted by one exponential for each orbital. -/
def laplaceIntegrand (A : o → o → v → v → ℂ) (eo : o → ℝ) (ev : v → ℝ) (t : ℝ) : ℝ :=
  ∑ i, ∑ j, ∑ a, ∑ b, ‖A i j a b‖ ^ 2 *
    (Real.exp (eo i * t) * Real.exp (eo j * t) * Real.exp (-ev a * t) * Real.exp (-ev b * t))
```

## Exponentials, the gap and the elementary integral

The first lemma combines the four exponentials. Repeated use of `Real.exp_add` turns the product into one exponential, and `ring` compares the exponents. It holds for every real `t` and any signs of the energies.

```lean
omit [Fintype o] [Fintype v] in
/-- The four orbital exponentials multiply to `exp (-D t)`, where `D` is the excitation energy. -/
theorem exp_factor (eo : o → ℝ) (ev : v → ℝ) (i j : o) (a b : v) (t : ℝ) :
    Real.exp (eo i * t) * Real.exp (eo j * t) * Real.exp (-ev a * t) * Real.exp (-ev b * t)
      = Real.exp (-excitation eo ev i j a b * t) := by
  rw [← Real.exp_add, ← Real.exp_add, ← Real.exp_add]
  congr 1
  unfold excitation
  ring
```

The next equivalence is the gap criterion. One direction specialises the hypothesis to `h i i a a`; the other adds the inequalities for the pairs `i, a` and `j, b`.

```lean
omit [Fintype o] [Fintype v] in
/-- The values of `excitation` for all `i, j, a, b`, including the cases `i = j` and `a = b`, are
positive exactly when every virtual orbital lies above every occupied one. -/
theorem excitation_pos_iff_gap (eo : o → ℝ) (ev : v → ℝ) :
    (∀ i j a b, 0 < excitation eo ev i j a b) ↔ ∀ i a, eo i < ev a := by
  unfold excitation
  constructor
  · intro h i a
    linarith [h i i a a]
  · intro h i j a b
    linarith [h i a, h j b]
```

The integral of a decaying exponential follows the calculation by hand. `hderiv` checks the antiderivative \(-(1/D)e^{-Dt}\), `hlim` supplies its limit at infinity, and the fundamental theorem of calculus on a half-line gives the value.

```lean
/-- For a positive denominator `D`, the exponential `exp (-D t)` integrates to `1 / D` over the
positive half-line. -/
theorem integral_exp_decay {D : ℝ} (hD : 0 < D) :
    ∫ t in Ioi (0 : ℝ), Real.exp (-D * t) = 1 / D := by
  have hderiv : ∀ t ∈ Ici (0 : ℝ),
      HasDerivAt (fun s => -(1 / D) * Real.exp (-D * s)) (Real.exp (-D * t)) t := by
    intro t _
    have h := (((hasDerivAt_id t).const_mul (-D)).exp).const_mul (-(1 / D))
    refine h.congr_deriv ?_
    simp only [id]
    field_simp
  have hlin : Tendsto (fun t : ℝ => -D * t) atTop atBot :=
    tendsto_id.const_mul_atTop_of_neg (neg_lt_zero.mpr hD)
  have hlim : Tendsto (fun s => -(1 / D) * Real.exp (-D * s)) atTop (𝓝 (-(1 / D) * 0)) :=
    (Real.tendsto_exp_atBot.comp hlin).const_mul _
  rw [integral_Ioi_of_hasDerivAt_of_tendsto' hderiv (exp_neg_integrableOn_Ioi 0 hD) hlim]
  simp
```

## The exact condition for integrability

`IntegrableOn ... (Ioi 0)` means Lebesgue integrability on \(t>0\). The theorem is an equivalence, with a condition only on quadruples whose integral is non-zero.

For the forward direction, the proof supposes that a contributing excitation energy is not positive. The `calc` chain bounds \(|A_{ijab}|^2\) first by its own term and then by the sums over `b`, `a`, `j` and `i`, adding only non-negative terms each time. The integrable function \(L\) would then dominate a non-zero constant on a set of infinite measure, which is a contradiction. For the reverse direction, each term is either zero or a multiple of a decaying exponential, and a finite sum of such terms is integrable.

```lean
/-- The Laplace integrand is integrable on the positive half-line exactly when every double
excitation with a non-zero integral has positive excitation energy. -/
theorem integrable_iff (A : o → o → v → v → ℂ) (eo : o → ℝ) (ev : v → ℝ) :
    IntegrableOn (laplaceIntegrand A eo ev) (Ioi 0) ↔
      ∀ i j a b, A i j a b ≠ 0 → 0 < excitation eo ev i j a b := by
  have hform : laplaceIntegrand A eo ev = fun t => ∑ i, ∑ j, ∑ a, ∑ b,
      ‖A i j a b‖ ^ 2 * Real.exp (-excitation eo ev i j a b * t) := by
    funext t
    simp only [laplaceIntegrand, exp_factor]
  rw [hform]
  constructor
  · intro h i j a b hA
    by_contra hneg
    have hD : excitation eo ev i j a b ≤ 0 := not_lt.mp hneg
    -- a term that does not decay bounds the integrand below by a positive constant
    have hconst : IntegrableOn (fun _ : ℝ => ‖A i j a b‖ ^ 2) (Ioi 0) := by
      refine Integrable.mono' h aestronglyMeasurable_const ?_
      filter_upwards [ae_restrict_mem measurableSet_Ioi] with t ht
      have ht0 : 0 < t := ht
      have hexp : 1 ≤ Real.exp (-excitation eo ev i j a b * t) :=
        Real.one_le_exp (mul_nonneg (neg_nonneg.mpr hD) ht0.le)
      let f : o → o → v → v → ℝ := fun i j a b =>
        ‖A i j a b‖ ^ 2 * Real.exp (-excitation eo ev i j a b * t)
      have hf : ∀ i j a b, 0 ≤ f i j a b := fun i j a b =>
        mul_nonneg (sq_nonneg _) (Real.exp_pos _).le
      rw [Real.norm_of_nonneg (sq_nonneg _)]
      calc ‖A i j a b‖ ^ 2 ≤ f i j a b := le_mul_of_one_le_right (sq_nonneg _) hexp
        _ ≤ ∑ b, f i j a b :=
          Finset.single_le_sum (f := fun b => f i j a b)
            (fun b _ => hf i j a b) (Finset.mem_univ b)
        _ ≤ ∑ a, ∑ b, f i j a b :=
          Finset.single_le_sum (f := fun a => ∑ b, f i j a b)
            (fun a _ => Finset.sum_nonneg fun b _ => hf i j a b) (Finset.mem_univ a)
        _ ≤ ∑ j, ∑ a, ∑ b, f i j a b :=
          Finset.single_le_sum (f := fun j => ∑ a, ∑ b, f i j a b)
            (fun j _ => Finset.sum_nonneg fun a _ => Finset.sum_nonneg fun b _ => hf i j a b)
            (Finset.mem_univ j)
        _ ≤ ∑ i, ∑ j, ∑ a, ∑ b, f i j a b :=
          Finset.single_le_sum (f := fun i => ∑ j, ∑ a, ∑ b, f i j a b)
            (fun i _ => Finset.sum_nonneg fun j _ => Finset.sum_nonneg fun a _ =>
              Finset.sum_nonneg fun b _ => hf i j a b) (Finset.mem_univ i)
    simp [integrableOn_const_iff, hA] at hconst
  · intro h
    refine MeasureTheory.integrable_finsetSum _ fun i _ => MeasureTheory.integrable_finsetSum _ fun j _ =>
      MeasureTheory.integrable_finsetSum _ fun a _ => MeasureTheory.integrable_finsetSum _ fun b _ => ?_
    by_cases hA : A i j a b = 0
    · simp [hA]
    · exact (exp_neg_integrableOn_Ioi 0 (h i j a b hA)).const_mul _
```

## The Laplace form of the MP2 energy

The hypothesis `h` says that \(D_{ijab}\) is positive for all \(i,j,a,b\), including \(i=j\) and \(a=b\); by the gap criterion, this means that every virtual level lies above every occupied one. The conclusion has two parts, integrability and the energy formula. Stating the first separately is informative because Lean assigns the value 0 to the integral of a non-integrable function, so an equation containing an integral does not by itself express convergence.

In the proof, `hint` records that each term is integrable. `hsum` moves the integral through the four finite sums, one at a time, and evaluates each term by `integral_exp_decay`. What remains is the sign: the MP2 denominator is `-excitation eo ev i j a b`.

```lean
/-- Laplace form of MP2: if `excitation` is positive for all `i, j, a, b`, including the cases
`i = j` and `a = b`, the integrand is integrable on `t > 0` and the MP2 energy is `-1/4` times its
integral. -/
theorem mp2_laplace (A : o → o → v → v → ℂ) (eo : o → ℝ) (ev : v → ℝ)
    (h : ∀ i j a b, 0 < excitation eo ev i j a b) :
    IntegrableOn (laplaceIntegrand A eo ev) (Ioi 0) ∧
      mp2Energy A eo ev = -(1 / 4) * ∫ t in Ioi (0 : ℝ), laplaceIntegrand A eo ev t := by
  refine ⟨(integrable_iff A eo ev).mpr fun i j a b _ => h i j a b, ?_⟩
  have hint : ∀ i j a b, Integrable (fun t => ‖A i j a b‖ ^ 2 *
      Real.exp (-excitation eo ev i j a b * t)) (volume.restrict (Ioi 0)) :=
    fun i j a b => (exp_neg_integrableOn_Ioi 0 (h i j a b)).const_mul _
  have hsum : ∫ t in Ioi (0 : ℝ), laplaceIntegrand A eo ev t =
      ∑ i, ∑ j, ∑ a, ∑ b, ‖A i j a b‖ ^ 2 * (1 / excitation eo ev i j a b) := by
    simp only [laplaceIntegrand, exp_factor]
    -- exchange the integral with the four finite sums
    rw [MeasureTheory.integral_finsetSum _ fun i _ => MeasureTheory.integrable_finsetSum _ fun j _ =>
      MeasureTheory.integrable_finsetSum _ fun a _ => MeasureTheory.integrable_finsetSum _ fun b _ => hint i j a b]
    refine Finset.sum_congr rfl fun i _ => ?_
    rw [MeasureTheory.integral_finsetSum _ fun j _ => MeasureTheory.integrable_finsetSum _ fun a _ =>
      MeasureTheory.integrable_finsetSum _ fun b _ => hint i j a b]
    refine Finset.sum_congr rfl fun j _ => ?_
    rw [MeasureTheory.integral_finsetSum _ fun a _ => MeasureTheory.integrable_finsetSum _ fun b _ => hint i j a b]
    refine Finset.sum_congr rfl fun a _ => ?_
    rw [MeasureTheory.integral_finsetSum _ fun b _ => hint i j a b]
    refine Finset.sum_congr rfl fun b _ => ?_
    rw [integral_const_mul, integral_exp_decay (h i j a b)]
  rw [hsum, mp2Energy, neg_mul, ← mul_neg]
  congr 1
  simp only [← Finset.sum_neg_distrib]
  refine Finset.sum_congr rfl fun i _ => Finset.sum_congr rfl fun j _ =>
    Finset.sum_congr rfl fun a _ => Finset.sum_congr rfl fun b _ => ?_
  have hd : eo i + eo j - ev a - ev b = -excitation eo ev i j a b := by
    unfold excitation
    ring
  rw [hd, div_neg, mul_one_div]
```

## Density-fitted integrals and the pair matrix

The factors `B` are real and otherwise unrestricted. The energy is defined from the fitted integrals, so the fitting error relative to the original Coulomb integrals does not enter.

```lean
/-- The density-fitted Coulomb integral `(ia|jb)`, built from real three-index factors `B`. -/
def coulomb (B : P → o → v → ℝ) (i j : o) (a b : v) : ℝ := ∑ p, B p i a * B p j b

/-- The opposite-spin MP2 energy of a closed shell with density-fitted integrals; its domain is
that of non-zero denominators. -/
def oppositeSpinEnergy (B : P → o → v → ℝ) (eo : o → ℝ) (ev : v → ℝ) : ℝ :=
  ∑ i, ∑ j, ∑ a, ∑ b, coulomb B i j a b ^ 2 / (eo i + eo j - ev a - ev b)
```

The matrix \(X_{pq}(t)\) is `pairMatrix`, a sum over one occupied and one virtual index.

```lean
/-- The matrix over fitting functions obtained at Laplace time `t` by one sum over
occupied-virtual pairs. -/
def pairMatrix (B : P → o → v → ℝ) (eo : o → ℝ) (ev : v → ℝ) (t : ℝ) (p q : P) : ℝ :=
  ∑ i, ∑ a, B p i a * B q i a * (Real.exp (eo i * t) * Real.exp (-ev a * t))
```

The factorisation holds at every real `t`, with no gap assumption. Here `laplaceIntegrand` is applied to Coulomb integrals cast to complex numbers; this is an algebraic use of the definition, since these integrals are not antisymmetrised. The helper `key` moves a sum over fitting functions inside the four orbital sums, `Finset.sum_mul_sum` expands the squares, and `ring` matches the individual products.

```lean
/-- For density-fitted integrals the fourfold orbital sum in the Laplace integrand factorises
into the sum of squares of the entries of the pair matrix. -/
theorem integrand_factorises (B : P → o → v → ℝ) (eo : o → ℝ) (ev : v → ℝ) (t : ℝ) :
    laplaceIntegrand (fun i j a b => (coulomb B i j a b : ℂ)) eo ev t =
      ∑ p, ∑ q, pairMatrix B eo ev t p q ^ 2 := by
  -- a sum over fitting functions moves inside the four orbital sums
  have key : ∀ f : P → o → o → v → v → ℝ,
      ∑ p, ∑ i, ∑ j, ∑ a, ∑ b, f p i j a b = ∑ i, ∑ j, ∑ a, ∑ b, ∑ p, f p i j a b :=
    fun f => Finset.sum_comm.trans <| Finset.sum_congr rfl fun i _ =>
      Finset.sum_comm.trans <| Finset.sum_congr rfl fun j _ =>
      Finset.sum_comm.trans <| Finset.sum_congr rfl fun a _ => Finset.sum_comm
  simp only [laplaceIntegrand, Complex.norm_real, Real.norm_eq_abs, sq_abs]
  simp only [coulomb, pairMatrix, sq, Finset.sum_mul_sum, key]
  refine Finset.sum_congr rfl fun i _ => Finset.sum_congr rfl fun j _ =>
    Finset.sum_congr rfl fun a _ => Finset.sum_congr rfl fun b _ => ?_
  simp only [Finset.sum_mul]
  refine Finset.sum_congr rfl fun p _ => Finset.sum_congr rfl fun q _ => ?_
  ring
```

The last theorem combines this identity with the Laplace formula. Its hypothesis `hgap` is the orbital gap, converted to positive excitation energies by `excitation_pos_iff_gap`. Both sides of `mp2_laplace` carry a factor \(\tfrac14\), which the opposite-spin energy lacks; `linarith` removes it.

```lean
/-- If every virtual orbital lies above every occupied one, the density-fitted opposite-spin MP2
energy is minus the integral over `t > 0` of the sum of the squared entries of the pair matrix. -/
theorem oppositeSpin_laplace (B : P → o → v → ℝ) (eo : o → ℝ) (ev : v → ℝ)
    (hgap : ∀ i a, eo i < ev a) :
    oppositeSpinEnergy B eo ev =
      -∫ t in Ioi (0 : ℝ), ∑ p, ∑ q, pairMatrix B eo ev t p q ^ 2 := by
  have h := (mp2_laplace (fun i j a b => (coulomb B i j a b : ℂ)) eo ev
    ((excitation_pos_iff_gap eo ev).mpr hgap)).2
  simp only [integrand_factorises] at h
  simp only [mp2Energy, Complex.norm_real, Real.norm_eq_abs, sq_abs] at h
  unfold oppositeSpinEnergy
  linarith

end

end LaplaceMP2
```

```lean
#print axioms LaplaceMP2.oppositeSpin_laplace
```

```
'LaplaceMP2.oppositeSpin_laplace' depends on axioms: [propext, Classical.choice, Quot.sound]
```
